# The variance of the harmonic-oscillator local energy in a Gaussian trial state

A variational Monte Carlo run for a particle in a harmonic well draws positions from the squared trial wavefunction and averages the local energy over them. The average estimates the variational energy. The spread of the local energy sets the statistical error: for N independent samples, the standard error is the square root of variance/N. How large is that spread when the trial function is a Gaussian of adjustable width, and when does it disappear? For this single particle with a one-parameter trial function, both questions have exact answers.

## The well, the trial function and the averages

Take units with ħ = m = 1 and the Hamiltonian

H = −(1/2) d²/dx² + ω²x²/2.

The file works over the real numbers with Mathlib.

```lean
import Mathlib

open MeasureTheory

namespace OscillatorLocalEnergyVariance

noncomputable section
```

The trial function has one real parameter a:

ψ(x) = exp(−a x²).

In Lean it is `trial a x`. The definition accepts every real a. The results about averages assume a > 0, the condition for ψ to be normalizable.

```lean
/-- The Gaussian trial wavefunction `exp (-a x²)`. -/
def trial (a x : ℝ) : ℝ := Real.exp (-a * x ^ 2)
```

The local energy is Hψ divided by ψ:

E_L(x) = −ψ''(x)/(2ψ(x)) + ω²x²/2.

`localEnergy` takes an arbitrary function `ψ` and uses its actual second derivative, `deriv (deriv ψ)`, so the form of E_L for the Gaussian has to be derived.

```lean
/-- The local energy `-ψ''/(2ψ) + ω² x²/2` of a wavefunction `ψ` in a harmonic well of
frequency `ω`, at points where `ψ` does not vanish. -/
def localEnergy (ω : ℝ) (ψ : ℝ → ℝ) (x : ℝ) : ℝ :=
  -(deriv (deriv ψ) x) / (2 * ψ x) + ω ^ 2 * x ^ 2 / 2
```

Since ψ is not normalized, the average divides by its squared norm:

⟨f⟩ = ∫ f ψ² dx / ∫ ψ² dx.

All integrals run over the whole real line.

```lean
/-- The average of `f` over the normalized density proportional to the squared Gaussian trial
function, for `a > 0`. -/
def average (a : ℝ) (f : ℝ → ℝ) : ℝ :=
  (∫ x, f x * trial a x ^ 2) / ∫ x, trial a x ^ 2
```

The variance is the mean squared deviation from the mean:

Var(f) = ⟨(f − ⟨f⟩)²⟩.

These are exact expectations over the density. Finite samples, correlations between Monte Carlo steps and the sampling algorithm do not enter the model.

```lean
/-- The variance of `f` over the same normalized density, for `a > 0`. -/
def variance (a : ℝ) (f : ℝ → ℝ) : ℝ :=
  average a (fun x => (f x - average a f) ^ 2)
```

## (a) The sampling density as a single exponential

Write the unnormalized density as one Gaussian:

ψ(x)² = exp(−2a x²).

**Solution.** Squaring an exponential doubles its exponent, and twice −a x² is −2a x². The Lean proof uses the same rule, `Real.exp_nat_mul`, and then compares exponents.

```lean
lemma trial_sq (a x : ℝ) : trial a x ^ 2 = Real.exp (-(2 * a) * x ^ 2) := by
  unfold trial
  rw [← Real.exp_nat_mul]
  congr 1
  push_cast
  ring
```

## (b) The slope of the trial function

Show that the derivative is a multiple of ψ itself:

ψ'(x) = −2a x ψ(x).

**Solution.** The exponent −a x² has derivative −2a x, and the chain rule multiplies this by ψ(x). In Lean, `h` differentiates the exponent and `h.exp` applies the chain rule. The statement `HasDerivAt` says that ψ is differentiable at x with this slope. It holds for every real a.

```lean
/-- The slope of the Gaussian trial function is `-2 a x` times the function. -/
theorem trial_hasDerivAt (a x : ℝ) :
    HasDerivAt (trial a) (-2 * a * x * trial a x) x := by
  have h : HasDerivAt (fun y : ℝ => -a * y ^ 2) (-a * (2 * x)) x :=
    ((hasDerivAt_pow 2 x).const_mul (-a)).congr_deriv (by norm_num)
  exact h.exp.congr_deriv (by simp only [trial]; ring)
```

## (c) The local energy as a function of position

Show that the local energy of the Gaussian is a constant plus a multiple of x²:

E_L(x) = a + (ω²/2 − 2a²) x².

**Solution.** Differentiate the result of (b) with the product rule:

ψ'' = −2a ψ + (−2a x)(−2a x) ψ = (4a²x² − 2a) ψ.

Since ψ is never zero, it cancels from the kinetic term:

−ψ''/(2ψ) = a − 2a²x².

Adding ω²x²/2 gives the claim. At ω = 1 the coefficient of x² is 1/2 − 2a².

In the proof, `hd` turns the pointwise slope into an equation between functions, which allows a second differentiation. `h2` is the product rule, and `hk` is the cancellation.

```lean
/-- The local energy of the Gaussian trial function is a constant plus a multiple of `x²`. -/
theorem localEnergy_trial (ω a x : ℝ) :
    localEnergy ω (trial a) x = a + (ω ^ 2 / 2 - 2 * a ^ 2) * x ^ 2 := by
  have hd : deriv (trial a) = fun y => -2 * a * y * trial a y :=
    funext fun y => (trial_hasDerivAt a y).deriv
  have h1 : HasDerivAt (fun y : ℝ => -2 * a * y) (-2 * a) x :=
    ((hasDerivAt_id' x).const_mul (-2 * a)).congr_deriv (mul_one _)
  have h2 : HasDerivAt (fun y => -2 * a * y * trial a y)
      ((4 * a ^ 2 * x ^ 2 - 2 * a) * trial a x) x :=
    (h1.fun_mul (trial_hasDerivAt a x)).congr_deriv (by ring)
  have hp : trial a x ≠ 0 := (Real.exp_pos _).ne'
  -- the wavefunction cancels from the kinetic term
  have hk : -((4 * a ^ 2 * x ^ 2 - 2 * a) * trial a x) / (2 * trial a x)
      = a - 2 * a ^ 2 * x ^ 2 := by
    rw [div_eq_iff (mul_ne_zero two_ne_zero hp)]
    ring
  rw [localEnergy, hd, h2.deriv, hk]
  ring
```

## (d) Finite moments of the density

Let a > 0. Show that for every natural number n the moment integral converges absolutely:

∫ |x|ⁿ ψ(x)² dx < ∞.

**Solution.** The function |x|ⁿ exp(−a x²) is continuous and tends to zero at both ends of the line, so it is bounded by some constant C. Hence

|x|ⁿ ψ(x)² ≤ C exp(−a x²),

and the right-hand side has a finite integral. The Lean proof takes the convergence from a Mathlib lemma for real powers times a Gaussian, then changes the real exponent to the natural number n.

```lean
lemma integrable_moment {a : ℝ} (ha : 0 < a) (n : ℕ) :
    Integrable (fun x : ℝ => x ^ n * trial a x ^ 2) := by
  have hn : (0 : ℝ) ≤ n := Nat.cast_nonneg n
  have h := integrable_rpow_mul_exp_neg_mul_sq (b := 2 * a) (by positivity)
    (s := (n : ℝ)) (by linarith)
  simp only [Real.rpow_natCast] at h
  simpa only [trial_sq] using h
```

## (e) A recursion for the moments

Write M(n) = ∫ xⁿ ψ² dx for the unnormalized moments. For a > 0, show that

4a M(n+2) = (n+1) M(n).

**Solution.** Differentiate xⁿ⁺¹ψ², using (b) for the slope of ψ:

d/dx (xⁿ⁺¹ψ²) = (n+1) xⁿψ² − 4a xⁿ⁺²ψ².

Integrate over the line. The left-hand side gives the difference of the values of xⁿ⁺¹ψ² at the two ends, and both vanish. The right-hand side gives (n+1) M(n) − 4a M(n+2), which must therefore be zero.

In Lean, `hd` is the derivative and `h0` is the vanishing integral. The library theorem behind `h0` asks for integrability of the function and of its derivative, which (d) supplies, in place of an explicit computation of the boundary values.

```lean
/-- For `a > 0` the moments `M(n) = ∫ xⁿ ψ²` of the squared Gaussian trial function `ψ²` satisfy `4
a M(n+2) = (n+1) M(n)`. -/
theorem moment_recursion {a : ℝ} (ha : 0 < a) (n : ℕ) :
    4 * a * ∫ x : ℝ, x ^ (n + 2) * trial a x ^ 2
      = ((n : ℝ) + 1) * ∫ x : ℝ, x ^ n * trial a x ^ 2 := by
  have hd : ∀ x : ℝ, HasDerivAt (fun y : ℝ => y ^ (n + 1) * trial a y ^ 2)
      (((n : ℝ) + 1) * (x ^ n * trial a x ^ 2)
        - 4 * a * (x ^ (n + 2) * trial a x ^ 2)) x := fun x =>
    ((hasDerivAt_pow (n + 1) x).fun_mul ((trial_hasDerivAt a x).fun_pow 2)).congr_deriv
      (by simp only [Nat.add_sub_cancel, Nat.reduceSub]; push_cast; ring)
  have i1 := (integrable_moment ha n).const_mul ((n : ℝ) + 1)
  have i2 := (integrable_moment ha (n + 2)).const_mul (4 * a)
  -- a total derivative integrates to zero over the line
  have h0 : ∫ x : ℝ, (((n : ℝ) + 1) * (x ^ n * trial a x ^ 2)
      - 4 * a * (x ^ (n + 2) * trial a x ^ 2)) = 0 :=
    integral_eq_zero_of_hasDerivAt_of_integrable hd (i1.sub i2)
      (integrable_moment ha (n + 1))
  rw [integral_sub i1 i2, integral_const_mul, integral_const_mul] at h0
  linarith
```

## (f) Averages of even quartic polynomials

For a > 0 and real p, q, r, show that

⟨p + q x² + r x⁴⟩ = p + q/(4a) + 3r/(16a²).

**Solution.** The recursion with n = 0 and n = 2 gives

4a M(2) = M(0),
4a M(4) = 3 M(2).

Dividing by M(0), which is positive, yields the normalized moments:

⟨x²⟩ = 1/(4a),
⟨x⁴⟩ = 3/(16a²).

Linearity of the average finishes the calculation.

The Lean proof follows this order. `hN` establishes that M(0) is positive, `m2` and `m4` are the two cases of the recursion, and `e2` and `e4` solve them in terms of M(0). The integral is then split term by term, with (d) providing the required integrability.

```lean
/-- The average of an even quartic polynomial over the normalized squared Gaussian. -/
theorem average_quartic {a : ℝ} (ha : 0 < a) (p q r : ℝ) :
    average a (fun x => p + q * x ^ 2 + r * x ^ 4)
      = p + q / (4 * a) + 3 * r / (16 * a ^ 2) := by
  have hN : 0 < ∫ x : ℝ, trial a x ^ 2 := by
    simp only [trial_sq]
    rw [integral_gaussian]
    positivity
  have m2 : 4 * a * ∫ x : ℝ, x ^ 2 * trial a x ^ 2 = ∫ x : ℝ, trial a x ^ 2 := by
    simpa using moment_recursion ha 0
  have m4 : 4 * a * ∫ x : ℝ, x ^ 4 * trial a x ^ 2
      = (((2 : ℕ) : ℝ) + 1) * ∫ x : ℝ, x ^ 2 * trial a x ^ 2 := moment_recursion ha 2
  push_cast at m4
  have j0 : Integrable (fun x : ℝ => trial a x ^ 2) := by
    simpa using integrable_moment ha 0
  have i0 := j0.const_mul p
  have i2 := (integrable_moment ha 2).const_mul q
  have i4 := (integrable_moment ha 4).const_mul r
  have i02 : Integrable (fun x : ℝ => p * trial a x ^ 2 + q * (x ^ 2 * trial a x ^ 2)) :=
    i0.add i2
  have e : (fun x : ℝ => (p + q * x ^ 2 + r * x ^ 4) * trial a x ^ 2) = fun x =>
      p * trial a x ^ 2 + q * (x ^ 2 * trial a x ^ 2) + r * (x ^ 4 * trial a x ^ 2) := by
    funext x
    ring
  have e2 : ∫ x : ℝ, x ^ 2 * trial a x ^ 2 = (∫ x : ℝ, trial a x ^ 2) / (4 * a) := by
    rw [eq_div_iff (by positivity)]
    linear_combination m2
  have e4 : ∫ x : ℝ, x ^ 4 * trial a x ^ 2
      = 3 * (∫ x : ℝ, trial a x ^ 2) / (16 * a ^ 2) := by
    rw [eq_div_iff (by positivity)]
    linear_combination 4 * a * m4 + 3 * m2
  rw [average, div_eq_iff hN.ne', e, integral_add i02 i4, integral_add i0 i2,
    integral_const_mul, integral_const_mul, integral_const_mul, e4, e2]
  ring
```

## (g) A finite second moment of the local energy

For a > 0, show that the squared local energy has a finite integral against the density:

∫ E_L(x)² ψ(x)² dx < ∞.

**Solution.** Abbreviate c = ω²/2 − 2a², so that (c) reads E_L = a + c x². Then

E_L² ψ² = a² ψ² + 2ac x²ψ² + c² x⁴ψ².

Each term is a constant times an integrand from (d), so the sum is integrable. The Lean proof adds the same three terms and identifies the sum with the squared local energy.

The result matters for the meaning of the variance, because Lean assigns the value 0 to the integral of a non-integrable function. Here the variance comes from a convergent integral.

```lean
/-- For `a > 0` the squared local energy of the Gaussian trial function is integrable against the
square of that function. -/
theorem localEnergy_sq_integrable {a : ℝ} (ha : 0 < a) (ω : ℝ) :
    Integrable (fun x => localEnergy ω (trial a) x ^ 2 * trial a x ^ 2) := by
  have h := (((integrable_moment ha 0).const_mul (a ^ 2)).add
    ((integrable_moment ha 2).const_mul (2 * a * (ω ^ 2 / 2 - 2 * a ^ 2)))).add
    ((integrable_moment ha 4).const_mul ((ω ^ 2 / 2 - 2 * a ^ 2) ^ 2))
  refine h.congr (Filter.Eventually.of_forall fun x => ?_)
  simp only [Pi.add_apply, localEnergy_trial]
  ring
```

## (h) The mean local energy

For a > 0, show that

⟨E_L⟩ = a + (ω²/2 − 2a²)/(4a).

**Solution.** Apply (f) to the local energy from (c), with p = a, q = ω²/2 − 2a² and r = 0. Simplifying the result gives

⟨E_L⟩ = a/2 + ω²/(8a).

At ω = 1 this is a/2 + 1/(8a). Because E_L ψ² = ψ Hψ, the mean is the variational energy of the trial state.

In Lean, `hE` rewrites the local energy as a quartic polynomial whose x⁴ coefficient is zero, and `average_quartic` evaluates its average.

```lean
lemma average_localEnergy {a : ℝ} (ha : 0 < a) (ω : ℝ) :
    average a (localEnergy ω (trial a)) = a + (ω ^ 2 / 2 - 2 * a ^ 2) / (4 * a) := by
  have hE : localEnergy ω (trial a)
      = fun x => a + (ω ^ 2 / 2 - 2 * a ^ 2) * x ^ 2 + 0 * x ^ 4 := by
    funext x
    rw [localEnergy_trial]
    ring
  rw [hE, average_quartic ha]
  ring
```

## (i) The variance of the local energy

For a > 0, show that

Var(E_L) = (ω²/2 − 2a²)²/(8a²).

**Solution.** With c = ω²/2 − 2a² as before, the constant a drops out of the deviation from the mean:

E_L − ⟨E_L⟩ = c (x² − 1/(4a)).

Its square is an even quartic polynomial:

(E_L − ⟨E_L⟩)² = c²/(16a²) − c²x²/(2a) + c²x⁴.

Averaging with (f) gives

Var(E_L) = c²/(16a²) − c²/(8a²) + 3c²/(16a²) = c²/(8a²).

At ω = 1 the variance is (1/2 − 2a²)²/(8a²).

The Lean proof introduces the same abbreviation `c`. Its step `hq` expands the square, and `average_quartic` takes the average.

```lean
/-- The variance of the oscillator local energy over the normalized squared Gaussian trial
function is `(ω²/2 - 2a²)² / (8a²)`. -/
theorem variance_localEnergy {a : ℝ} (ha : 0 < a) (ω : ℝ) :
    variance a (localEnergy ω (trial a))
      = (ω ^ 2 / 2 - 2 * a ^ 2) ^ 2 / (8 * a ^ 2) := by
  rw [variance, average_localEnergy ha]
  generalize hc : ω ^ 2 / 2 - 2 * a ^ 2 = c
  -- the squared deviation is an even quartic polynomial
  have hq : (fun x => (localEnergy ω (trial a) x - (a + c / (4 * a))) ^ 2)
      = fun x => c ^ 2 / (16 * a ^ 2) + (-(c ^ 2 / (2 * a))) * x ^ 2 + c ^ 2 * x ^ 4 := by
    funext x
    rw [localEnergy_trial, hc]
    ring
  rw [hq, average_quartic ha]
  ring
```

## (j) Variance in terms of energy

For a > 0, eliminate the explicit dependence on a:

Var(E_L) = 2(⟨E_L⟩² − (ω/2)²).

**Solution.** Square the simplified mean from (h) and subtract ω²/4:

⟨E_L⟩² − ω²/4 = a²/4 − ω²/8 + ω⁴/(64a²) = (a/2 − ω²/(8a))².

The bracket a/2 − ω²/(8a) equals −c/(4a), so twice its square is c²/(8a²), the variance found in (i).

For ω > 0, the number ω/2 is the ground-state energy of the well. Since the mean is positive, at fixed ω a lower variational energy within this Gaussian family always comes with a lower variance. The Lean proof inserts the formulas from (h) and (i), clears denominators with `field_simp` and checks the remaining polynomial identity with `ring`.

```lean
/-- For `a > 0` the variance of the local energy is twice the difference between the squared average
local energy and `(ω/2)²`. -/
theorem variance_eq_energy_relation {a : ℝ} (ha : 0 < a) (ω : ℝ) :
    variance a (localEnergy ω (trial a))
      = 2 * (average a (localEnergy ω (trial a)) ^ 2 - (ω / 2) ^ 2) := by
  have ha' : a ≠ 0 := ha.ne'
  rw [variance_localEnergy ha, average_localEnergy ha]
  field_simp
  ring
```

## (k) The width with no statistical spread

For a > 0 and ω ≥ 0, show that

Var(E_L) = 0 if and only if a = ω/2.

**Solution.** The denominator in (i) is positive, so the variance vanishes exactly when ω²/2 − 2a² = 0. Doubling and factoring this condition gives

(ω − 2a)(ω + 2a) = 0.

The second factor is positive, because a > 0 and ω ≥ 0. Hence ω = 2a. Conversely, substituting a = ω/2 makes the numerator zero.

For ω > 0 this value of a makes ψ the exact ground state up to normalization, and by (c) the local energy then has the value ω/2 at every position. For ω = 0 there is no well, and no normalizable Gaussian reaches zero variance. The hypothesis ω ≥ 0 fixes the sign of the frequency, since the Hamiltonian depends only on ω².

In Lean, `hf` is the factored equation. The case split treats the two factors separately, and `linarith` derives a = ω/2 from the first and a contradiction from the second.

```lean
/-- For `a > 0` and `ω ≥ 0` the variance of the local energy vanishes exactly when `a = ω/2`. -/
theorem variance_eq_zero_iff {a ω : ℝ} (ha : 0 < a) (hω : 0 ≤ ω) :
    variance a (localEnergy ω (trial a)) = 0 ↔ a = ω / 2 := by
  have h8 : 8 * a ^ 2 ≠ 0 := by positivity
  rw [variance_localEnergy ha, div_eq_zero_iff, or_iff_left h8,
    pow_eq_zero_iff two_ne_zero]
  constructor
  · intro h
    have hf : (ω - 2 * a) * (ω + 2 * a) = 0 := by linear_combination 2 * h
    rcases mul_eq_zero.mp hf with h | h <;> linarith
  · intro h
    rw [h]
    ring

end

end OscillatorLocalEnergyVariance
```

```lean
#print axioms OscillatorLocalEnergyVariance.localEnergy_sq_integrable
#print axioms OscillatorLocalEnergyVariance.variance_localEnergy
#print axioms OscillatorLocalEnergyVariance.variance_eq_energy_relation
#print axioms OscillatorLocalEnergyVariance.variance_eq_zero_iff
```

```
'OscillatorLocalEnergyVariance.localEnergy_sq_integrable' depends on axioms: [propext, Classical.choice, Quot.sound]
'OscillatorLocalEnergyVariance.variance_localEnergy' depends on axioms: [propext, Classical.choice, Quot.sound]
'OscillatorLocalEnergyVariance.variance_eq_energy_relation' depends on axioms: [propext, Classical.choice, Quot.sound]
'OscillatorLocalEnergyVariance.variance_eq_zero_iff' depends on axioms: [propext, Classical.choice, Quot.sound]
```
